# Trend reversal for a filled adsorbate level more than a crossover gap below an incompletely filled d band, with non-decreasing coupling

Take an empty d level a distance x > 0 above an adsorbate level that holds two electrons. Fix the squared coupling between them at 1, and let overlap cost each electron one unit of energy. Hybridisation lowers each electron by 1/x, so the interaction energy is

E(x) = 2 − 2/x.

At x = 1/2 this is −2, at x = 1 it is 0, and at x = 2 it is 1. Raising the d level shrinks the hybridisation gain and leaves the overlap cost alone, so the energy goes up.

Now let the squared coupling grow with x, and let the overlap cost grow in proportion to it, so that the whole of E is multiplied by the squared coupling. This can upset the trend, but only where E is negative. At x = 2/3 the energy at unit coupling is −1. If the squared coupling has risen to 3 by then, the energy is −3, lower than the −2 found at x = 1/2. Where E is positive, a larger coupling magnifies a repulsion and pushes the energy further up. The numbers are chosen for easy arithmetic and lie outside the range where the 1/x form is reliable, since the gaps are not large compared with the couplings. Dividing every squared coupling by 10,000 brings them inside it; every energy is divided by the same factor, so the comparisons are unchanged.

## The crossover gap and the sign of the trend

Let the d states have filling f, with 0 ≤ f < 1, and let u(x) > 0 be the squared coupling at gap x. The two adsorbate electrons each gain u/x, while the 2f d electrons are pushed up by the same amount, which leaves a net gain of 2(1−f)u/x. All 2(1+f) electrons pay the overlap cost αu. The constant α > 0 expresses the assumption that overlap is proportional to coupling, so that their product scales as u. Hence

E(x) = u(x) g(x), with g(x) = 2(1+f)α − 2(1−f)/x.

Define the crossover gap x0 = (1−f)/((1+f)α). Since 1−f = (1+f)α x0,

g(x) = (2(1+f)α/x)(x − x0).

The prefactor and u(x) are positive, so E(x) > 0 exactly when x > x0.

For 0 < x < y,

g(y) − g(x) = 2(1−f)(1/x − 1/y) > 0,

so g increases strictly. Now suppose that u does not decrease with the gap, and take x0 ≤ x < y. Then g(x) ≥ 0, and

u(x) g(x) ≤ u(y) g(x) < u(y) g(y).

Thus E increases strictly from x0 onwards. With the adsorbate level held fixed, a larger gap means a higher d centre, and this contribution to the binding becomes less favourable.

Below x0 the same assumptions on u do not settle the trend. Given 0 < a < b < x0, both g(a) and g(b) are negative, so q = g(a)/g(b) is positive. Let u equal 1 up to a and q + 1 beyond it. Then

E(b) = (q+1) g(b) = g(a) + g(b) < g(a) = E(a).

The opening numbers are the case a = 1/2, b = 2/3, q = 2.

For an empty adsorbate level at εa above a d centre εd, only the 2f d electrons take part. Each gains u/(εa − εd) and pays αu:

E = u(εd) · 2f(α − 1/(εa − εd)).

Let f > 0. While the gap εa − εd is at most 1/α, the second factor is at most zero, and it falls strictly as εd rises. A coupling that grows with εd then deepens the attraction, so E falls strictly. This is the conventional d-band trend.

In this model of a single adsorbate level and a single d centre, a correlation between d centre and adsorption energy can therefore have opposite signs for filled and empty adsorbate levels.

## Energies as real functions

In Lean 4 with Mathlib:

```lean
import Mathlib

open Set

namespace DBandTrendReversal

noncomputable section
```

All quantities are real numbers in one consistent set of units. The first definition is g, the energy per squared coupling.

```lean
/-- Interaction energy per squared coupling for a filled adsorbate level a gap `x` below the
d centre: overlap repulsion minus hybridisation gain, at d filling `f`. -/
def energyPerCoupling (f α x : ℝ) : ℝ := 2 * (1 + f) * α - 2 * (1 - f) / x
```

Multiplying by the coupling gives E. Here `u` is an arbitrary function of the gap; positivity and monotonicity enter later, as hypotheses.

```lean
/-- Interaction energy of a filled adsorbate level with the d states, for a squared coupling
`u` that depends on the gap `x`. -/
def filledLevelEnergy (f α : ℝ) (u : ℝ → ℝ) (x : ℝ) : ℝ := u x * energyPerCoupling f α x
```

The crossover gap x0 depends only on the filling and the overlap coefficient.

```lean
/-- The crossover gap `(1 - f) / ((1 + f) α)`. -/
def crossoverGap (f α : ℝ) : ℝ := (1 - f) / ((1 + f) * α)
```

For the empty level the variable is the d centre `εd` itself, and `u` is a function of that centre. Raising the centre now closes the gap, whereas for the filled level it opens it.

```lean
/-- Interaction energy of an empty adsorbate level at `εa` with d states centred at `εd`,
for a squared coupling `u` that depends on the d centre. -/
def emptyLevelEnergy (f α εa : ℝ) (u : ℝ → ℝ) (εd : ℝ) : ℝ :=
  u εd * (2 * f * (α - 1 / (εa - εd)))
```

These definitions take the perturbative energy as given. They do not derive it from a Hamiltonian, and the 1/x form is physically reliable only when the gap is large compared with the coupling. The d band is reduced to its centre, f and α stay fixed while the centre moves, and the contribution of the metal's sp states is absent.

## Sign and growth at fixed coupling

The factorisation of g comes first.

```lean
/-- The energy per squared coupling equals `2 (1 + f) α / x` times the signed difference between the
gap `x` and the crossover gap. -/
theorem energyPerCoupling_eq {f α x : ℝ} (hf : 0 ≤ f) (hα : 0 < α) (hx : 0 < x) :
    energyPerCoupling f α x = 2 * (1 + f) * α / x * (x - crossoverGap f α) := by
  have hk : (1 + f) * α ≠ 0 := by positivity
  have h : crossoverGap f α * ((1 + f) * α) = 1 - f := div_mul_cancel₀ _ hk
  have h2 : x * x⁻¹ = 1 := mul_inv_cancel₀ hx.ne'
  unfold energyPerCoupling
  linear_combination (2 / x) * h - 2 * (1 + f) * α * h2
```

Inside the proof, `h` is the relation x0(1+f)α = 1−f and `h2` is x · x⁻¹ = 1. `linear_combination` then checks that the claimed identity follows from these two by algebra.

```lean
/-- For `f < 1`, the energy per squared coupling rises strictly with the gap over all positive gaps.
-/
theorem energyPerCoupling_strictMonoOn {f : ℝ} (α : ℝ) (hf : f < 1) :
    StrictMonoOn (energyPerCoupling f α) (Ioi 0) := by
  intro x hx y _ hxy
  have hx0 : 0 < x := hx
  have h : 2 * (1 - f) / y < 2 * (1 - f) / x :=
    div_lt_div_of_pos_left (by linarith) hx0 hxy
  unfold energyPerCoupling
  linarith
```

`StrictMonoOn ... (Ioi 0)` says that g increases strictly over all positive gaps. The inequality `h` compares the two hybridisation gains: the same positive numerator over a larger denominator gives a smaller quotient. This is where f < 1 is needed, because at f = 1 the gain vanishes and g is constant.

```lean
/-- The interaction with a filled level is repulsive exactly when the gap exceeds the
crossover gap. -/
theorem filledLevelEnergy_pos_iff {f α x : ℝ} {u : ℝ → ℝ} (hf : 0 ≤ f) (hα : 0 < α)
    (hx : 0 < x) (hu : 0 < u x) :
    0 < filledLevelEnergy f α u x ↔ crossoverGap f α < x := by
  have hk : 0 < 2 * (1 + f) * α / x := by positivity
  unfold filledLevelEnergy
  rw [mul_pos_iff_of_pos_left hu, energyPerCoupling_eq hf hα hx,
    mul_pos_iff_of_pos_left hk, sub_pos]
```

The sign criterion needs the coupling to be positive only at the gap in question. The proof removes two positive factors in turn, `u x` and the prefactor of the factorisation, until x − x0 > 0 remains. It makes no use of f < 1.

## The reversed trend

```lean
/-- Trend reversal: for d filling `0 ≤ f < 1` and a positive coupling that does not decrease with
the gap, the energy of a filled adsorbate level is positive exactly above the crossover gap, and
from there on it rises strictly with the gap. -/
theorem trend_reversal {f α : ℝ} {u : ℝ → ℝ} (hf0 : 0 ≤ f) (hf1 : f < 1) (hα : 0 < α)
    (hu : ∀ x, 0 < x → 0 < u x) (hmono : MonotoneOn u (Ioi 0)) :
    (∀ x, 0 < x → (0 < filledLevelEnergy f α u x ↔ crossoverGap f α < x)) ∧
      StrictMonoOn (filledLevelEnergy f α u) (Ici (crossoverGap f α)) := by
  refine ⟨fun x hx => filledLevelEnergy_pos_iff hf0 hα hx (hu x hx), ?_⟩
  intro x hx y _ hxy
  have hc : 0 < crossoverGap f α := div_pos (by linarith) (by positivity)
  have hcx : crossoverGap f α ≤ x := hx
  have hx0 : 0 < x := lt_of_lt_of_le hc hcx
  have hy0 : 0 < y := hx0.trans hxy
  -- above the crossover the energy per coupling is nonnegative
  have hg : 0 ≤ energyPerCoupling f α x := by
    rw [energyPerCoupling_eq hf0 hα hx0]
    exact mul_nonneg (by positivity) (sub_nonneg.2 hcx)
  -- so a growing coupling and a growing gap act in the same direction
  calc u x * energyPerCoupling f α x
      ≤ u y * energyPerCoupling f α x :=
        mul_le_mul_of_nonneg_right (hmono hx0 hy0 hxy.le) hg
    _ < u y * energyPerCoupling f α y :=
        mul_lt_mul_of_pos_left (energyPerCoupling_strictMonoOn α hf1 hx0 hy0 hxy) (hu y hy0)
```

The hypotheses `hu` and `hmono` constrain the coupling on positive gaps only. The conclusion has two parts: the sign criterion at every positive gap, and strict increase on `Ici (crossoverGap f α)`, the closed half-line that starts at x0. The endpoint is included, although E is zero there.

The first part is the preceding lemma. For the second, `hc` records x0 > 0, so both gaps are positive, and `hg` records g(x) ≥ 0. The closing `calc` block is the two-step chain derived above: first the coupling grows at fixed g(x), then g grows at fixed coupling u(y). No continuity or differentiability of u is used.

A version with a differentiable coupling would work with the slope

E′(x) = u′(x) g(x) + 2(1−f)u(x)/x².

It would exclude couplings with jumps, but it would give a local criterion below the crossover: there E rises wherever u′/u < x0/(x(x0 − x)). That criterion is a calculation by hand and not one of the theorems here.

## Couplings that undo the reversal below the crossover

```lean
/-- For any two positive gaps below the crossover gap, some positive nondecreasing coupling makes
the energy lower at the larger gap. -/
theorem threshold_optimal {f α a b : ℝ} (hf : 0 ≤ f) (hα : 0 < α) (ha : 0 < a)
    (hab : a < b) (hb : b < crossoverGap f α) :
    ∃ u : ℝ → ℝ, (∀ x, 0 < u x) ∧ Monotone u ∧
      filledLevelEnergy f α u b < filledLevelEnergy f α u a := by
  have neg : ∀ x, 0 < x → x < crossoverGap f α → energyPerCoupling f α x < 0 := by
    intro x hx hxc
    rw [energyPerCoupling_eq hf hα hx]
    exact mul_neg_of_pos_of_neg (by positivity) (by linarith)
  have hga := neg a ha (hab.trans hb)
  have hgb := neg b (ha.trans hab) hb
  obtain ⟨q, hq0, hq⟩ : ∃ q : ℝ, 0 < q ∧
      q * energyPerCoupling f α b = energyPerCoupling f α a :=
    ⟨_, div_pos_of_neg_of_neg hga hgb, div_mul_cancel₀ _ hgb.ne⟩
  -- a coupling that steps up between the two gaps
  refine ⟨fun x => if x ≤ a then 1 else q + 1, ?_, ?_, ?_⟩
  · intro x
    dsimp only
    split_ifs <;> linarith
  · intro x y hxy
    dsimp only
    split_ifs <;> linarith
  · show (if b ≤ a then (1 : ℝ) else q + 1) * energyPerCoupling f α b
      < (if a ≤ a then (1 : ℝ) else q + 1) * energyPerCoupling f α a
    rw [if_neg (not_le.2 hab), if_pos le_rfl, add_mul, hq]
    linarith
```

The theorem produces a coupling for each pair of positive gaps `a < b` below x0, so no smaller threshold could replace x0 in `trend_reversal`. It does not say that every non-decreasing coupling lowers the energy there. A constant coupling, for instance, still gives a rising E. The function found is positive and nondecreasing on the whole real line, which is more than `trend_reversal` asks for. The condition f < 1 is not listed because it follows from the others: a positive gap below x0 forces x0 > 0.

In the proof, `neg` shows that g is negative between 0 and x0, and `obtain` supplies the ratio q with q g(b) = g(a). The three remaining goals are positivity, monotonicity and the energy comparison for the step function. In the last one, the rewriting selects the value q + 1 at b and 1 at a, which leaves g(a) + g(b) < g(a).

## The conventional trend for an empty level

```lean
/-- The conventional trend: for d filling `f > 0`, an empty adsorbate level at most `1 / α` above
the d centre, and a positive coupling that does not decrease as the centre rises, the energy falls
strictly as the centre moves up. -/
theorem conventional_trend {f α εa : ℝ} {u : ℝ → ℝ} (hf : 0 < f) (hα : 0 < α)
    (hu : ∀ e, e < εa → 0 < u e) (hmono : MonotoneOn u (Iio εa)) :
    StrictAntiOn (emptyLevelEnergy f α εa u) (Ico (εa - 1 / α) εa) := by
  intro x hx y hy hxy
  have hgx : 0 < εa - x := sub_pos.2 hx.2
  have hgy : 0 < εa - y := sub_pos.2 hy.2
  have h1 : (εa - x) * α ≤ 1 := (le_div_iff₀ hα).1 (by linarith [hx.1])
  have h2 : α ≤ 1 / (εa - x) := (le_div_iff₀ hgx).2 (by linarith)
  have h3 : 1 / (εa - x) < 1 / (εa - y) := one_div_lt_one_div_of_lt hgy (by linarith)
  -- no net repulsion at the lower centre
  have hneg : 2 * f * (α - 1 / (εa - x)) ≤ 0 :=
    mul_nonpos_of_nonneg_of_nonpos (by positivity) (by linarith)
  have hlt : 2 * f * (α - 1 / (εa - y)) < 2 * f * (α - 1 / (εa - x)) :=
    mul_lt_mul_of_pos_left (by linarith) (by positivity)
  calc u y * (2 * f * (α - 1 / (εa - y)))
      < u y * (2 * f * (α - 1 / (εa - x))) := mul_lt_mul_of_pos_left hlt (hu y hy.2)
    _ ≤ u x * (2 * f * (α - 1 / (εa - x))) :=
        mul_le_mul_of_nonpos_right (hmono hx.2 hy.2 hxy.le) hneg

end

end DBandTrendReversal
```

The interval `Ico (εa - 1 / α) εa` contains the d centres that lie below the adsorbate level by at most 1/α. `StrictAntiOn` says that the energy decreases strictly as the centre rises through it. The variables `x` and `y` in this proof are two positions of the d centre, not gaps.

The steps `h1` and `h2` turn the bound on the gap into α ≤ 1/(εa − x), and `hneg` concludes that the energy per coupling is at most zero at the lower centre. `h3` and `hlt` show that it is strictly lower at the higher centre. In the final chain the coupling is again monotone, but it now multiplies a nonpositive quantity, so its growth never raises the energy, whereas for the filled level from the crossover onwards it never lowered it.

```lean
#print axioms DBandTrendReversal.trend_reversal
#print axioms DBandTrendReversal.threshold_optimal
#print axioms DBandTrendReversal.conventional_trend
```

```
'DBandTrendReversal.trend_reversal' depends on axioms: [propext, Classical.choice, Quot.sound]
'DBandTrendReversal.threshold_optimal' depends on axioms: [propext, Classical.choice, Quot.sound]
'DBandTrendReversal.conventional_trend' depends on axioms: [propext, Classical.choice, Quot.sound]
```
